# The ratio of oxygens to tetrahedra in a finite silicate network with n bridging corners on every tetrahedron

The theorem `uniform_composition` concerns a finite network of tetrahedra, each with four distinct oxygen corners, in which every oxygen belongs to one or two tetrahedra. An oxygen that belongs to two is called bridging. If every tetrahedron has the same number n of bridging corners, the theorem states that the number N of tetrahedra and the number M of oxygens satisfy 2M = (8 − n)N, as an equation between integers. The proof takes two earlier counts, that the connectivities add up to twice the number of bridging oxygens and that the bridging oxygens and all oxygens together number 4N, and seeks the result as a linear combination of them.

An attempt in Lean 4 with a fault in it:

```lean
import Mathlib

open Finset

namespace SilicateConnectivity

variable {T O : Type*} [Fintype T] [Fintype O] [DecidableEq O]

/-- The number of tetrahedra to which the oxygen `o` belongs. -/
def coordination (corners : T → Finset O) (o : O) : ℕ :=
  (univ.filter (fun t => o ∈ corners t)).card

/-- A silicate network: every tetrahedron has four distinct oxygen corners, and every oxygen
belongs to one or two tetrahedra. -/
structure IsSilicateNet (corners : T → Finset O) : Prop where
  four_corners : ∀ t, (corners t).card = 4
  one_or_two : ∀ o, coordination corners o = 1 ∨ coordination corners o = 2

/-- The bridging oxygens, which belong to two tetrahedra. -/
def bridging (corners : T → Finset O) : Finset O :=
  univ.filter (fun o => coordination corners o = 2)

/-- The number of bridging corners of the tetrahedron `t`, the `n` of the `Qⁿ` notation. -/
def connectivity (corners : T → Finset O) (t : T) : ℕ :=
  (corners t ∩ bridging corners).card

omit [Fintype O] in
/-- For any set `S` of oxygens, counting the corners in `S` tetrahedron by tetrahedron gives the
sum of the coordinations of the oxygens in `S`. -/
theorem sum_corners_eq_sum_coordination (corners : T → Finset O) (S : Finset O) :
    ∑ t, (corners t ∩ S).card = ∑ o ∈ S, coordination corners o := by
  have h : ∀ t, (corners t ∩ S).card = ∑ o ∈ S, if o ∈ corners t then 1 else 0 := by
    intro t
    rw [← Finset.card_filter]
    congr 1
    ext o
    simp [and_comm]
  simp only [h, coordination, Finset.card_filter]
  -- exchange the sums over tetrahedra and oxygens
  exact Finset.sum_comm

/-- The number of bridging oxygens plus the number of all oxygens is four times the number of
tetrahedra. -/
theorem bridging_add_oxygens {corners : T → Finset O} (h : IsSilicateNet corners) :
    (bridging corners).card + Fintype.card O = 4 * Fintype.card T := by
  have h1 := sum_corners_eq_sum_coordination corners univ
  have h2 : ∑ t, (corners t ∩ univ).card = 4 * Fintype.card T := by
    simp [h.four_corners, mul_comm]
  -- each oxygen counts once, and once more if it bridges
  have h3 : (bridging corners).card + Fintype.card O = ∑ o, coordination corners o := by
    rw [bridging, Finset.card_filter, ← Finset.card_univ, Finset.card_eq_sum_ones,
      ← Finset.sum_add_distrib]
    apply Finset.sum_congr rfl
    intro o _
    rcases h.one_or_two o with e | e <;> simp [e]
  omega

/-- The connectivities of all tetrahedra add up to twice the number of bridging oxygens. -/
theorem sum_connectivity (corners : T → Finset O) :
    ∑ t, connectivity corners t = 2 * (bridging corners).card := by
  unfold connectivity
  rw [sum_corners_eq_sum_coordination]
  have h : ∀ o ∈ bridging corners, coordination corners o = 2 := by
    intro o ho
    exact (Finset.mem_filter.mp ho).2
  rw [Finset.sum_congr rfl h, Finset.sum_const, smul_eq_mul, mul_comm]

/-- If every tetrahedron has the same number `n` of bridging corners, the numbers `N` of
tetrahedra and `M` of oxygens satisfy `2M = (8 - n) N`. -/
theorem uniform_composition {corners : T → Finset O} (h : IsSilicateNet corners) (n : ℕ)
    (hn : ∀ t, connectivity corners t = n) :
    2 * (Fintype.card O : ℤ) = (8 - n) * Fintype.card T := by
  have h1 := sum_connectivity corners
  simp only [hn, Finset.sum_const, Finset.card_univ, smul_eq_mul] at h1
  have h2 := bridging_add_oxygens h
  zify at h1 h2
  linear_combination 2 * h2 - h1

end SilicateConnectivity
```

Messages:

```
Main.lean:77:2: error: ring failed, ring expressions not equal
T : Type u_1
O : Type u_2
inst✝² : Fintype T
inst✝¹ : Fintype O
inst✝ : DecidableEq O
corners : T → Finset O
h : IsSilicateNet corners
n : ℕ
hn : ∀ (t : T), connectivity corners t = n
h1 : ↑(Fintype.card T) * ↑n = 2 * ↑(#(bridging corners))
h2 : ↑(#(bridging corners)) + ↑(Fintype.card O) = 4 * ↑(Fintype.card T)
⊢ ↑(Fintype.card T) * ↑n * 2 - ↑(#(bridging corners)) * 4 = 0
```

Diagnosis. `linear_combination` subtracts the two sides of the proposed combination from those of the goal and leaves it to `ring` to show that the difference is zero. The message says that this failed, and shows what was left over.

Write B for the number of bridging oxygens. Then `h1` is Nn = 2B and `h2` is B + M = 4N. Twice `h2` gives 2B + 2M = 8N, and to reach the goal 2M = (8 − n)N the term 2B has to be replaced by Nn. Adding `h1` does this, since 2B then stands on both sides and cancels. The attempt subtracted `h1`, so the terms doubled instead of cancelling, and 2Nn − 4B = 0 remained. This does follow from `h1`, but `ring` uses no hypotheses and proves only identities that hold for all values of the variables.

The repair changes the sign before `h1` from minus to plus. The difference is then identically zero, and `ring` closes the goal.

As a diff, the version that Lean accepts:

```diff
@@ -75,5 +75,5 @@
   have h2 := bridging_add_oxygens h
   zify at h1 h2
-  linear_combination 2 * h2 - h1
+  linear_combination 2 * h2 + h1
 
 end SilicateConnectivity
```
